# A real wavefunction has no single excitations from its determinant of maximum overlap

Take one electron and two real orthonormal orbitals e₀ and e₁. The wavefunction is a e₀ + b e₁. With e₀ as the reference orbital, a is the reference amplitude and b is the amplitude of the single excitation to e₁. The rotated orbital cos θ e₀ + sin θ e₁ has overlap

a cos θ + b sin θ

with the wavefunction, and the largest absolute value of this over θ is √(a² + b²). If e₀ already has the largest overlap, then |a| = √(a² + b²), so b = 0.

For k electrons the question is which single determinant overlaps most with a given correlated wavefunction, and what the wavefunction looks like from there. Orbitals whose determinant has a non-zero amplitude and for which the single excitations vanish are called Brueckner orbitals. The result bears on the choice of reference determinant in electronic-structure theory, for real orbitals and a wavefunction that is held fixed while the orbitals vary.

## Rotating one occupied orbital

Let v₀, …, vₖ₋₁ be orthonormal occupied orbitals, and let Ψ(v) be the overlap of the wavefunction with their determinant. It is linear in each orbital and changes sign when two are exchanged. Write Ψ(v; i→w) for its value with vᵢ replaced by w. The claim is that if v maximises |Ψ| over all orthonormal k-tuples, then Ψ(v; i→w) = 0 for every w orthogonal to all the vⱼ.

Let w first have unit length, and replace vᵢ by c vᵢ + s w with c² + s² = 1. The new orbital is normalised,

‖c vᵢ + s w‖² = c² + 2cs⟨vᵢ, w⟩ + s² = 1,

and for j ≠ i it is orthogonal to vⱼ, since ⟨vⱼ, vᵢ⟩ = ⟨vⱼ, w⟩ = 0. Put a = Ψ(v) and b = Ψ(v; i→w). By linearity the new overlap is c a + s b. Let r = √(a² + b²). If r > 0, the choice c = a/r, s = b/r gives the overlap

(a² + b²)/r = r.

Hence any bound M on |Ψ| over orthonormal tuples satisfies r ≤ M, that is,

Ψ(v)² + Ψ(v; i→w)² ≤ M².

If r = 0 this is trivial. At a maximiser M = |Ψ(v)| is allowed, so Ψ(v; i→w)² ≤ 0 and the single excitation vanishes. For w ≠ 0 of another length, apply this to w/‖w‖ and multiply by ‖w‖; for w = 0 linearity gives zero.

An arbitrary w splits into Σⱼ⟨vⱼ, w⟩vⱼ and a remainder orthogonal to all the vⱼ. The remainder contributes nothing. The terms with j ≠ i would occupy vⱼ twice and vanish by antisymmetry. What is left is

Ψ(v; i→w) = ⟨vᵢ, w⟩ Ψ(v).

So at a maximiser, orthogonality of w to vᵢ alone is enough. Without it the claim fails already for one electron with Ψ(u) = ⟨e₀, u⟩ and v₀ = w = e₀, where the value is 1. Maximality matters too: for the normalised wavefunction (e₀ + e₁)/√2, the reference e₀ has non-zero overlap, yet its single excitation to e₁ has amplitude 1/√2.

A maximiser exists when the orbital space has finite dimension n ≥ k. The orthonormal k-tuples then form a non-empty, closed and bounded set, and |Ψ| is continuous because Ψ is a polynomial in the orbital components.

## Four orbitals where the converse fails

Let two electrons have four orthonormal orbitals e₀, …, e₃ available, and write e_p∧e_q for the normalised determinant of e_p and e_q. Take the wavefunction 2 e₀∧e₁ + e₂∧e₃. The pair (e₂, e₃) has amplitude 1, or 1/√5 after normalisation. Replacing one member by a combination of e₀ and e₁ gives zero, because each term of the wavefunction needs both of its orbitals. But (e₀, e₁) has amplitude 2, or 2/√5 after normalisation. The larger component is a double excitation from (e₂, e₃), which no rotation of a single orbital can reach.

## The wavefunction as an alternating form

In Lean, `E` is a real inner product space of orbitals, or of spin orbitals when spin is included, and `k` is the number of electrons, usually written N. No dimension is fixed at this point.

```lean
import Mathlib

open Function Module

namespace BruecknerMaximumOverlap

noncomputable section

variable {E : Type*} [NormedAddCommGroup E] [InnerProductSpace ℝ E] {k : ℕ}
```

The type `E [⋀^Fin k]→ₗ[ℝ] ℝ` consists of the real forms that are linear in each of k arguments and vanish when two arguments coincide. The orbitals are indexed from 0 to k − 1, and `update v i w` replaces the i-th. The function `single` accepts any `w`; its value is an excitation amplitude in the usual sense only when `w` is a normalised virtual orbital.

```lean
/-- The amplitude of the wavefunction `Ψ` on the orbitals `v` with the orbital `v i`
replaced by `w`. -/
def single (Ψ : E [⋀^Fin k]→ₗ[ℝ] ℝ) (v : Fin k → E) (i : Fin k) (w : E) : ℝ :=
  Ψ (update v i w)
```

The step from this model to a wavefunction is the reading of `Ψ v` as an overlap. For determinants D_I of an orthonormal basis with real coefficients C_I, one sets Ψ(v) = Σ_I C_I⟨D_v, D_I⟩, where D_v is the determinant of v. The form need not be normalised, which rescales all amplitudes alike.

The maximum is global and runs over every orthonormal tuple in `E`, with no constraint of spin or spatial symmetry.

```lean
/-- The orbitals `v` are orthonormal, and no orthonormal `k`-tuple gives a larger
absolute value of `Ψ`. -/
def IsMaxOverlap (Ψ : E [⋀^Fin k]→ₗ[ℝ] ℝ) (v : Fin k → E) : Prop :=
  Orthonormal ℝ v ∧ ∀ u : Fin k → E, Orthonormal ℝ u → |Ψ u| ≤ |Ψ v|
```

## Orthonormality and the rotated overlap

The first lemma is the computation of norms and inner products above. `h2` and `h1` give the unit norm and `h0` the orthogonality to the other orbitals. The remaining cases ask whether an index is the rotated one.

```lean
/-- Rotating one of several orthonormal orbitals towards a unit vector orthogonal to all of
them leaves the orbitals orthonormal. -/
theorem orthonormal_rotate {v : Fin k → E} (hv : Orthonormal ℝ v) (i : Fin k) {w : E}
    (hw1 : ‖w‖ = 1) (hw : ∀ j, inner ℝ (v j) w = 0) {c s : ℝ} (hcs : c ^ 2 + s ^ 2 = 1) :
    Orthonormal ℝ (update v i (c • v i + s • w)) := by
  have h2 : ‖c • v i + s • w‖ ^ 2 = 1 := by
    rw [norm_add_sq_real, norm_smul, norm_smul, real_inner_smul_left,
      real_inner_smul_right, hw i, hv.1 i, hw1]
    simp only [mul_one, Real.norm_eq_abs, sq_abs]
    linarith
  have h1 : ‖c • v i + s • w‖ = 1 := by
    have h := Real.sqrt_sq (norm_nonneg (c • v i + s • w))
    rw [h2, Real.sqrt_one] at h
    exact h.symm
  -- the rotated orbital stays orthogonal to the others
  have h0 : ∀ j, j ≠ i → inner ℝ (v j) (c • v i + s • w) = 0 := by
    intro j hj
    rw [inner_add_right, real_inner_smul_right, real_inner_smul_right, hw j, hv.2 hj]
    ring
  constructor
  · intro j
    by_cases hj : j = i
    · rw [hj, update_self, h1]
    · rw [update_of_ne hj, hv.1 j]
  · intro j l hjl
    change inner ℝ (update v i (c • v i + s • w) j) (update v i (c • v i + s • w) l) = 0
    by_cases hj : j = i
    · have hl : l ≠ i := fun h => hjl (hj.trans h.symm)
      rw [hj, update_self, update_of_ne hl, real_inner_comm]
      exact h0 l hl
    · by_cases hl : l = i
      · rw [hl, update_self, update_of_ne hj]
        exact h0 j hj
      · rw [update_of_ne hj, update_of_ne hl]
        exact hv.2 hjl
```

Linearity in the i-th argument gives c a + s b, for any `w` and any real `c` and `s`.

```lean
/-- Under the replacement of `v i` by `c v i + s w`, the amplitude is the same combination
of the reference amplitude and the single excitation. -/
theorem overlap_rotate (Ψ : E [⋀^Fin k]→ₗ[ℝ] ℝ) (v : Fin k → E) (i : Fin k) (w : E)
    (c s : ℝ) : Ψ (update v i (c • v i + s • w)) = c * Ψ v + s * single Ψ v i w := by
  rw [Ψ.map_update_add, Ψ.map_update_smul, Ψ.map_update_smul, update_eq_self]
  rfl
```

## A bound on the reference and one excitation together

Here `M` is any bound on |Ψ| over orthonormal tuples. The proof names the square root `r`, treats `r = 0` separately, and uses the rotation with cosine `a / r` and sine `b / r`. `hcs` says that the squares of these add up to 1, and `hval` that the rotated overlap is `r`. The hypothesis `hM`, applied to the rotated tuple, then gives r ≤ M.

```lean
/-- If `M` bounds `|Ψ|` on all orthonormal tuples, then for orthonormal `v` and a unit vector
`w` orthogonal to them, the squares of the reference amplitude and of the single excitation
add up to at most `M ^ 2`. -/
theorem overlap_sq_add_single_sq_le (Ψ : E [⋀^Fin k]→ₗ[ℝ] ℝ) {M : ℝ}
    (hM : ∀ u : Fin k → E, Orthonormal ℝ u → |Ψ u| ≤ M) {v : Fin k → E}
    (hv : Orthonormal ℝ v) (i : Fin k) {w : E} (hw1 : ‖w‖ = 1)
    (hw : ∀ j, inner ℝ (v j) w = 0) : Ψ v ^ 2 + single Ψ v i w ^ 2 ≤ M ^ 2 := by
  set a := Ψ v with ha
  set b := single Ψ v i w with hb
  have hr2 : Real.sqrt (a ^ 2 + b ^ 2) ^ 2 = a ^ 2 + b ^ 2 := Real.sq_sqrt (by positivity)
  have hr0 : 0 ≤ Real.sqrt (a ^ 2 + b ^ 2) := Real.sqrt_nonneg _
  generalize Real.sqrt (a ^ 2 + b ^ 2) = r at hr2 hr0
  by_cases hr : r = 0
  · rw [← hr2, hr]
    nlinarith [sq_nonneg M]
  -- the best rotation angle has cosine a / r and sine b / r
  have hcs : (a / r) ^ 2 + (b / r) ^ 2 = 1 := by
    rw [div_pow, div_pow, ← add_div, ← hr2]
    exact div_self (pow_ne_zero 2 hr)
  have hval : a / r * a + b / r * b = r := by
    have h : a / r * a + b / r * b = (a ^ 2 + b ^ 2) / r := by ring
    rw [h, ← hr2, pow_two, mul_div_assoc, div_self hr, mul_one]
  have h := hM _ (orthonormal_rotate hv i hw1 hw hcs)
  rw [overlap_rotate, ← ha, ← hb, hval, abs_of_nonneg hr0] at h
  rw [← hr2]
  nlinarith
```

## Vanishing single excitations

The bound is applied with M = |Ψ(v)| to the normalised vector `‖w‖⁻¹ • w`. This leaves a square that is at most zero, and the non-zero factor `‖w‖⁻¹` is then cancelled.

```lean
/-- A wavefunction has no single excitations from a maximum-overlap determinant: the amplitude
vanishes when one of its orbitals is replaced by a vector orthogonal to all of them. -/
theorem single_eq_zero {Ψ : E [⋀^Fin k]→ₗ[ℝ] ℝ} {v : Fin k → E} (h : IsMaxOverlap Ψ v)
    (i : Fin k) {w : E} (hw : ∀ j, inner ℝ (v j) w = 0) : single Ψ v i w = 0 := by
  by_cases hw0 : w = 0
  · rw [hw0]
    exact Ψ.map_coord_zero i (update_self i 0 v)
  have hn : ‖w‖ ≠ 0 := norm_ne_zero_iff.2 hw0
  -- normalise w and apply the bound with M = |Ψ v|
  have h1 : ‖‖w‖⁻¹ • w‖ = 1 := by
    rw [norm_smul, norm_inv, norm_norm, inv_mul_cancel₀ hn]
  have hb := overlap_sq_add_single_sq_le Ψ h.2 h.1 i h1
    (fun j => by rw [real_inner_smul_right, hw j, mul_zero])
  have hs : single Ψ v i (‖w‖⁻¹ • w) = ‖w‖⁻¹ * single Ψ v i w :=
    Ψ.map_update_smul v i _ w
  rw [sq_abs, hs] at hb
  have hz : (‖w‖⁻¹ * single Ψ v i w) ^ 2 = 0 :=
    le_antisymm (by linarith) (sq_nonneg _)
  exact (mul_eq_zero.1 (pow_eq_zero_iff two_ne_zero |>.1 hz)).resolve_left (inv_ne_zero hn)
```

For arbitrary `w`, `hperp` disposes of the part orthogonal to the occupied orbitals. `hocc` reduces the sum over occupied orbitals to the term j = i, since the others contain a repeated orbital.

```lean
/-- At a maximum-overlap determinant, replacing `v i` by any vector `w` multiplies the
amplitude by the component of `w` along `v i`. -/
theorem single_eq_inner_mul {Ψ : E [⋀^Fin k]→ₗ[ℝ] ℝ} {v : Fin k → E}
    (h : IsMaxOverlap Ψ v) (i : Fin k) (w : E) :
    single Ψ v i w = inner ℝ (v i) w * Ψ v := by
  -- split w into its occupied part and a remainder orthogonal to all orbitals
  have hperp := single_eq_zero h i (w := w - ∑ j, inner ℝ (v j) w • v j) (fun j => by
    rw [inner_sub_right, h.1.inner_right_fintype, sub_self])
  have hsub : single Ψ v i (w - ∑ j, inner ℝ (v j) w • v j)
      = single Ψ v i w - single Ψ v i (∑ j, inner ℝ (v j) w • v j) :=
    Ψ.map_update_sub v i _ _
  have hsum : single Ψ v i (∑ j, inner ℝ (v j) w • v j)
      = ∑ j, single Ψ v i (inner ℝ (v j) w • v j) :=
    map_sum (Ψ.toMultilinearMap.toLinearMap v i) _ _
  have hterm : ∀ j, single Ψ v i (inner ℝ (v j) w • v j)
      = inner ℝ (v j) w * single Ψ v i (v j) := fun j => Ψ.map_update_smul v i _ _
  -- antisymmetry removes every doubly occupied orbital
  have hocc : ∑ j, single Ψ v i (inner ℝ (v j) w • v j) = inner ℝ (v i) w * Ψ v := by
    rw [Finset.sum_eq_single i]
    · rw [hterm, single, update_eq_self]
    · intro j _ hj
      have hz : single Ψ v i (v j) = 0 :=
        Ψ.map_eq_zero_of_eq _ (by rw [update_self, update_of_ne hj]) hj.symm
      rw [hterm, hz, mul_zero]
    · intro hi
      exact absurd (Finset.mem_univ i) hi
  linarith
```

## Existence in finite dimension

The hypothesis `hk` says that there are at least as many orbitals as electrons. The expansion `key` in an orthonormal basis gives continuity. The set of orthonormal tuples is closed, being defined by equations between inner products, and lies in a product of closed unit balls, so it is compact. The first k basis vectors show that it is non-empty, and a continuous function on it attains its maximum.

```lean
/-- In a finite-dimensional orbital space of dimension at least `k`, every `k`-electron
wavefunction has a maximum-overlap determinant. -/
theorem exists_isMaxOverlap [FiniteDimensional ℝ E] (hk : k ≤ finrank ℝ E)
    (Ψ : E [⋀^Fin k]→ₗ[ℝ] ℝ) : ∃ v, IsMaxOverlap Ψ v := by
  let b := stdOrthonormalBasis ℝ E
  -- expansion in a basis shows that the amplitude is continuous in the orbitals
  have key : ∀ u : Fin k → E, Ψ u = ∑ r : Fin k → Fin (finrank ℝ E),
      (∏ i, inner ℝ (b (r i)) (u i)) • Ψ (fun i => b (r i)) := by
    intro u
    have hu : u = fun i => ∑ a, inner ℝ (b a) (u i) • b a :=
      funext fun i => (b.sum_repr' (u i)).symm
    calc Ψ u = Ψ.toMultilinearMap (fun i => ∑ a, inner ℝ (b a) (u i) • b a) :=
          congrArg Ψ hu
      _ = ∑ r : Fin k → Fin (finrank ℝ E),
            Ψ.toMultilinearMap (fun i => inner ℝ (b (r i)) (u i) • b (r i)) :=
          Ψ.toMultilinearMap.map_sum (g := fun i a => inner ℝ (b a) (u i) • b a)
      _ = _ := Finset.sum_congr rfl fun r _ => Ψ.toMultilinearMap.map_smul_univ _ _
  have hc : Continuous (fun u : Fin k → E => Ψ u) := (continuous_congr key).2 (by fun_prop)
  -- orthonormal tuples form a compact set
  have hclosed : IsClosed {u : Fin k → E | Orthonormal ℝ u} := by
    simp only [orthonormal_iff_ite, Set.ofPred_forall]
    exact isClosed_iInter fun i => isClosed_iInter fun j =>
      isClosed_eq (by fun_prop) continuous_const
  have hcomp : IsCompact {u : Fin k → E | Orthonormal ℝ u} :=
    (isCompact_univ_pi fun _ : Fin k => isCompact_closedBall (0 : E) 1).of_isClosed_subset
      hclosed (fun u hu i _ => mem_closedBall_zero_iff.2 (hu.1 i).le)
  obtain ⟨v, hv, hmax⟩ := hcomp.exists_isMaxOn
    ⟨fun i => b (Fin.castLE hk i), b.orthonormal.comp _ (Fin.castLE_injective hk)⟩
    hc.abs.continuousOn
  exact ⟨v, hv, fun u hu => hmax hu⟩
```

## The counter-example in coordinates

`pairDet p q` sends two orbitals u₀, u₁ to the 2 × 2 determinant of their components p and q. It is the form written e_p∧e_q above.

```lean
/-- The two-electron determinant built from the coordinate orbitals `p` and `q` of a
four-dimensional orbital space, as an alternating form. -/
def pairDet (p q : Fin 4) : EuclideanSpace ℝ (Fin 4) [⋀^Fin 2]→ₗ[ℝ] ℝ :=
  Matrix.detRowAlternating.compLinearMap
    { toFun := fun x => ![x p, x q]
      map_add' := fun x y => by ext i; fin_cases i <;> simp
      map_smul' := fun c x => by ext i; fin_cases i <;> simp }
```

The theorem states four things about the pair (e₂, e₃): it is orthonormal, its amplitude is non-zero, its single excitations vanish, and it is not a maximiser. `EuclideanSpace.single` is a coordinate vector and has nothing to do with the amplitude `single`. Orthonormality is proved by `horth`, the formula `hΨ` writes the amplitudes in components, and the last part compares the unnormalised amplitudes 1 and 2.

```lean
/-- Absence of single excitations does not imply maximum overlap: for the wavefunction
`2 e₀ ∧ e₁ + e₂ ∧ e₃` the orthonormal pair `e₂, e₃` has non-zero amplitude and no single
excitations, but does not maximise the overlap. -/
theorem no_singles_not_maximal :
    let Ψ := (2 : ℝ) • pairDet 0 1 + pairDet 2 3
    let v : Fin 2 → EuclideanSpace ℝ (Fin 4) :=
      ![EuclideanSpace.single 2 1, EuclideanSpace.single 3 1]
    Orthonormal ℝ v ∧ Ψ v ≠ 0 ∧
      (∀ i w, (∀ j, inner ℝ (v j) w = 0) → single Ψ v i w = 0) ∧ ¬ IsMaxOverlap Ψ v := by
  intro Ψ v
  have hΨ : ∀ u, Ψ u = 2 * (u 0 0 * u 1 1 - u 0 1 * u 1 0)
      + (u 0 2 * u 1 3 - u 0 3 * u 1 2) := by
    intro u
    have hd : ∀ p q, pairDet p q u = u 0 p * u 1 q - u 0 q * u 1 p :=
      fun p q => Matrix.det_fin_two _
    change 2 * pairDet 0 1 u + pairDet 2 3 u = _
    rw [hd, hd]
  have hv1 : Ψ v = 1 := by
    rw [hΨ]
    simp [v]
  have horth : ∀ p q : Fin 4, p ≠ q → Orthonormal ℝ
      ![EuclideanSpace.single p (1 : ℝ), EuclideanSpace.single q (1 : ℝ)] := by
    intro p q hpq
    rw [orthonormal_iff_ite]
    intro i j
    fin_cases i <;> fin_cases j <;>
      simp [EuclideanSpace.inner_single_left, hpq, hpq.symm]
  refine ⟨horth 2 3 (by decide), by rw [hv1]; exact one_ne_zero, ?_, ?_⟩
  · intro i w hw
    have h2 : w 2 = 0 := by simpa [v, EuclideanSpace.inner_single_left] using hw 0
    have h3 : w 3 = 0 := by simpa [v, EuclideanSpace.inner_single_left] using hw 1
    rw [single, hΨ]
    fin_cases i <;> simp [v, h2, h3]
  · -- the pair e₀, e₁ has twice the overlap
    intro h
    have hv2 : Ψ ![EuclideanSpace.single 0 (1 : ℝ), EuclideanSpace.single 1 (1 : ℝ)] = 2 := by
      rw [hΨ]
      simp
    have h01 : |Ψ ![EuclideanSpace.single 0 (1 : ℝ), EuclideanSpace.single 1 (1 : ℝ)]|
        ≤ |Ψ v| := h.2 _ (horth 0 1 (by decide))
    rw [hv1, hv2] at h01
    norm_num at h01

end

end BruecknerMaximumOverlap
```

```lean
#print axioms BruecknerMaximumOverlap.single_eq_inner_mul
-- 'BruecknerMaximumOverlap.single_eq_inner_mul' depends on axioms: [propext, Classical.choice, Quot.sound]
#print axioms BruecknerMaximumOverlap.exists_isMaxOverlap
-- 'BruecknerMaximumOverlap.exists_isMaxOverlap' depends on axioms: [propext, Classical.choice, Quot.sound]
#print axioms BruecknerMaximumOverlap.no_singles_not_maximal
-- 'BruecknerMaximumOverlap.no_singles_not_maximal' depends on axioms: [propext, Classical.choice, Quot.sound]
```

## The rotation in a configuration-interaction calculation

Suppose a normalised configuration-interaction vector has reference coefficient 0.90 and coefficient 0.12 for the excitation from vᵢ to a virtual orbital w. The best rotation in this plane has tan θ = 0.12/0.90, so θ ≈ 7.6°, and the overlap rises from 0.90 to √(0.90² + 0.12²) ≈ 0.908. With several excitations, one possible iteration adds to each occupied orbital its virtual orbitals weighted by the ratios of single to reference coefficients, orthonormalises, and re-expands the same wavefunction in the new determinants. If repeating this cycle makes the single coefficients negligible, the orbitals are Brueckner orbitals to that accuracy, but as the four-orbital example shows, the overlap need not be the largest possible.

Brueckner coupled-cluster methods also rotate the orbitals until the single-excitation amplitudes vanish. There the amplitudes come from projected equations that themselves depend on the orbitals. With a truncated cluster expansion the wavefunction then changes with the orbitals, so the condition is related to maximum overlap with a fixed wavefunction but not identical to it.
